# The spin-2 states m = 1 and m = 0 are eigenstates of Jx⁴ + Jy⁴ + Jz⁴ with different eigenvalues

The theorem `spin_two_splitting` concerns a single spin 2 with ħ = 1, whose components Jx, Jy and Jz are written as 5 × 5 complex matrices in the basis m = 2, 1, 0, -1, -2. It states that the basis vectors for m = 1 and m = 0, both of unit length, are eigenvectors of Jx⁴ + Jy⁴ + Jz⁴ with eigenvalues 18 and 24. The attempt treats each fourth power as four successive applications of a matrix to a vector. It first proves formulas for the action of each component on a general vector, then uses them to compute both sides entry by entry.

This version doesn't compile in Lean 4 with Mathlib:

```lean
import Mathlib

open Matrix
open Complex (I)

namespace SpinTwoSplitting

noncomputable section

/-- The number √3, as a complex number. -/
def rt3 : ℂ := ((Real.sqrt 3 : ℝ) : ℂ)

/-- The number √6, as a complex number. -/
def rt6 : ℂ := ((Real.sqrt 6 : ℝ) : ℂ)

/-- The spin-2 matrix of Jx in the basis m = 2, 1, 0, -1, -2, with ħ = 1. -/
def Kx : Matrix (Fin 5) (Fin 5) ℂ :=
  !![0, 1, 0, 0, 0; 1, 0, rt6 / 2, 0, 0; 0, rt6 / 2, 0, rt6 / 2, 0;
     0, 0, rt6 / 2, 0, 1; 0, 0, 0, 1, 0]

/-- The spin-2 matrix of Jy in the same basis. -/
def Ky : Matrix (Fin 5) (Fin 5) ℂ :=
  !![0, -I, 0, 0, 0; I, 0, -I * rt6 / 2, 0, 0; 0, I * rt6 / 2, 0, -I * rt6 / 2, 0;
     0, 0, I * rt6 / 2, 0, -I; 0, 0, 0, I, 0]

/-- The spin-2 matrix of Jz in the same basis. -/
def Kz : Matrix (Fin 5) (Fin 5) ℂ :=
  !![2, 0, 0, 0, 0; 0, 1, 0, 0, 0; 0, 0, 0, 0, 0; 0, 0, 0, -1, 0; 0, 0, 0, 0, -2]

/-- The squares of √3 and √6 are 3 and 6. -/
theorem roots_mul_self : rt3 * rt3 = 3 ∧ rt6 * rt6 = 6 := by
  unfold rt3 rt6
  constructor <;> rw [← Complex.ofReal_mul, Real.mul_self_sqrt (by norm_num)] <;> norm_num

/-- For spin 2 the cubic operator Jx⁴ + Jy⁴ + Jz⁴ has the states m = 1 and m = 0 as
eigenvectors, with the different eigenvalues 18 and 24. -/
theorem spin_two_splitting :
    (Kx ^ 4 + Ky ^ 4 + Kz ^ 4) *ᵥ ![0, 1, 0, 0, 0] = (18 : ℂ) • ![0, 1, 0, 0, 0] ∧
    (Kx ^ 4 + Ky ^ 4 + Kz ^ 4) *ᵥ ![0, 0, 1, 0, 0] = (24 : ℂ) • ![0, 0, 1, 0, 0] := by
  have hs := roots_mul_self.2
  have hI := Complex.I_mul_I
  -- a fourth power acts as four successive applications
  have h4 : ∀ (A : Matrix (Fin 5) (Fin 5) ℂ) (v : Fin 5 → ℂ),
      A ^ 4 *ᵥ v = A *ᵥ (A *ᵥ (A *ᵥ (A *ᵥ v))) := by
    intro A v
    rw [show A ^ 4 = A * (A * (A * A)) by noncomm_ring]
    simp only [← Matrix.mulVec_mulVec]
  -- the action of each component on a general state
  have ax : ∀ a b c d e : ℂ, Kx *ᵥ ![a, b, c, d, e] =
      ![b, a + rt6 / 2 * c, rt6 / 2 * (b + d), rt6 / 2 * c + e, d] := by
    intro a b c d e
    ext i
    fin_cases i <;> simp [Kx] <;> grind
  have ay : ∀ a b c d e : ℂ, Ky *ᵥ ![a, b, c, d, e] =
      ![-I * b, I * (a - rt6 / 2 * c), I * (rt6 / 2) * (b - d),
        I * (rt6 / 2 * c - e), I * d] := by
    intro a b c d e
    ext i
    fin_cases i <;> simp [Ky] <;> grind
  have az : ∀ a b c d e : ℂ, Kz *ᵥ ![a, b, c, d, e] = ![2 * a, b, 0, -d, -2 * e] := by
    intro a b c d e
    ext i
    fin_cases i <;> simp [Kz]
  simp only [Matrix.add_mulVec, h4, ax, ay, az]
  clear h4 ax ay az
  constructor <;> ext i <;> fin_cases i <;> simp <;> grind

end

end SpinTwoSplitting
```

Lean reports:

```
Main.lean:60:84: error: unsolved goals
case «0»
hs : rt6 * rt6 = 6
hI : I * I = -1
h4 : ∀ (A : Matrix (Fin 5) (Fin 5) ℂ) (v : Fin 5 → ℂ), A ^ 4 *ᵥ v = A *ᵥ A *ᵥ A *ᵥ A *ᵥ v
ax : ∀ (a b c d e : ℂ), Kx *ᵥ ![a, b, c, d, e] = ![b, a + rt6 / 2 * c, rt6 / 2 * (b + d), rt6 / 2 * c + e, d]
ay :
  ∀ (a b c d e : ℂ),
    Ky *ᵥ ![a, b, c, d, e] = ![-I * b, I * (a - rt6 / 2 * c), I * (rt6 / 2) * (b - d), I * (rt6 / 2 * c - e), I * d]
a b c d e : ℂ
⊢ a * 2 = 2 * a

case «4»
hs : rt6 * rt6 = 6
hI : I * I = -1
h4 : ∀ (A : Matrix (Fin 5) (Fin 5) ℂ) (v : Fin 5 → ℂ), A ^ 4 *ᵥ v = A *ᵥ A *ᵥ A *ᵥ A *ᵥ v
ax : ∀ (a b c d e : ℂ), Kx *ᵥ ![a, b, c, d, e] = ![b, a + rt6 / 2 * c, rt6 / 2 * (b + d), rt6 / 2 * c + e, d]
ay :
  ∀ (a b c d e : ℂ),
    Ky *ᵥ ![a, b, c, d, e] = ![-I * b, I * (a - rt6 / 2 * c), I * (rt6 / 2) * (b - d), I * (rt6 / 2 * c - e), I * d]
a b c d e : ℂ
⊢ e * 2 = 2 * e
```

What went wrong. The error lies in the auxiliary fact `az`, which gives the action of Jz on a general vector. After `fin_cases i` splits the claim into its five entries, `simp [Kz]` proves three of them but leaves the first and the last, as `a * 2 = 2 * a` and `e * 2 = 2 * e`.

Both are true by commutativity of multiplication in ℂ. Expanding the matrix product puts the vector's entry before the number, while the formula in `az` has the number first. `simp` does not use `mul_comm` unless it is given it, so it stops there, and no later tactic takes up the two goals.

The repair adds `<;> ring`, which runs `ring` on every goal that `simp` leaves. `ring` proves identities in commutative rings, including a change in the order of factors, so it closes both.

This version goes through:

```diff
@@ -61,5 +61,5 @@
     intro a b c d e
     ext i
-    fin_cases i <;> simp [Kz]
+    fin_cases i <;> simp [Kz] <;> ring
   simp only [Matrix.add_mulVec, h4, ax, ay, az]
   clear h4 ax ay az
```
